# Free permittivity, open-circuit stiffness and their determinant identity in linear piezoelectricity

## Can the conversion formulas be derived from what the constants measure?

Should the free permittivity epsT and the open-circuit stiffness cD be defined by their usual formulas, or by the experiments that they describe? I would prefer the second, so that the formulas become results. My starting point is the linear law

T = cE S − eᵀ E
D = e S + epsS E

with cE and epsS symmetric positive definite, and d = e cE⁻¹. I know the expressions for epsT, cD and cD⁻¹, and I have seen the claim that det cE det epsT = det cD det epsS. Can all of this be made rigorous, for any number of strain and field components, and checked by machine?

## Two boundary conditions fix both constants

Yes. Define each constant by its boundary condition: epsT is a matrix with D = epsT E in every state with T = 0, and cD is a matrix with T = cD S in every state with D = 0. Here S is strain, T stress, E electric field and D electric displacement; the superscript-like letters in cE and epsS mean "at fixed field" and "at fixed strain".

**Free permittivity.** Since cE is symmetric, dᵀ = cE⁻¹ eᵀ. Solving the first equation of the law for S and inserting the result in the second gives

S = cE⁻¹ T + dᵀ E
D = d T + (epsS + e cE⁻¹ eᵀ) E

and d cE dᵀ = e cE⁻¹ cE cE⁻¹ eᵀ = e cE⁻¹ eᵀ. Every field E has a stress-free state, S = dᵀ E, so setting T = 0 determines the matrix completely:

epsT = epsS + d cE dᵀ

**Open-circuit stiffness.** If D = 0, then E = −epsS⁻¹ e S. Every strain S has such a state, and the stress in it gives

cD = cE + eᵀ epsS⁻¹ e

**Inverse.** For x ≠ 0,

xᵀ epsT x = xᵀ epsS x + (dᵀx)ᵀ cE (dᵀx) > 0

so epsT is invertible. Multiplying out,

cD (cE⁻¹ − dᵀ epsT⁻¹ d)
= 1 − eᵀ epsT⁻¹ d + eᵀ epsS⁻¹ d − eᵀ [epsS⁻¹ (e cE⁻¹ eᵀ) epsT⁻¹] d

Because e cE⁻¹ eᵀ = epsT − epsS, the bracket equals epsS⁻¹ − epsT⁻¹. The last three terms cancel, which leaves 1. Hence

cD⁻¹ = cE⁻¹ − dᵀ epsT⁻¹ d

**Determinants.** The law has the block matrix M with rows (cE, −eᵀ) and (e, epsS). Eliminating either the strain block or the field block gives

det M = det cE det(epsS + e cE⁻¹ eᵀ) = det cE det epsT
det M = det epsS det(cE + eᵀ epsS⁻¹ e) = det epsS det cD

Here is the complete Lean file.

```lean
import Mathlib

open Matrix

namespace PiezoelectricRelations

noncomputable section

variable {m n : Type*} [Fintype m] [Fintype n] [DecidableEq m] [DecidableEq n]

/-- The stress `T = cE S - eᵀ E` produced by strain `S` and electric field `E`. -/
def stress (cE : Matrix m m ℝ) (e : Matrix n m ℝ) (S : m → ℝ) (E : n → ℝ) : m → ℝ :=
  cE *ᵥ S - eᵀ *ᵥ E

/-- The electric displacement `D = e S + epsS E` produced by strain `S` and field `E`. -/
def displacement (e : Matrix n m ℝ) (epsS : Matrix n n ℝ) (S : m → ℝ) (E : n → ℝ) : n → ℝ :=
  e *ᵥ S + epsS *ᵥ E

/-- The piezoelectric strain coefficients `d = e cE⁻¹`. -/
def strainCoeff (cE : Matrix m m ℝ) (e : Matrix n m ℝ) : Matrix n m ℝ := e * cE⁻¹

/-- `epsT` is a free permittivity: it gives the displacement from the field in every
stress-free state. -/
def IsFreePermittivity (cE : Matrix m m ℝ) (e : Matrix n m ℝ) (epsS epsT : Matrix n n ℝ) : Prop :=
  ∀ S E, stress cE e S E = 0 → displacement e epsS S E = epsT *ᵥ E

/-- `cD` is an open-circuit stiffness: it gives the stress from the strain in every state
without electric displacement. -/
def IsOpenCircuitStiffness (cE : Matrix m m ℝ) (e : Matrix n m ℝ) (epsS : Matrix n n ℝ)
    (cD : Matrix m m ℝ) : Prop :=
  ∀ S E, displacement e epsS S E = 0 → stress cE e S E = cD *ᵥ S

omit [Fintype n] [DecidableEq n] in
/-- For a positive definite stiffness, the transposed strain coefficients are
`dᵀ = cE⁻¹ eᵀ`. -/
theorem strainCoeff_transpose {cE : Matrix m m ℝ} (hc : cE.PosDef) (e : Matrix n m ℝ) :
    (strainCoeff cE e)ᵀ = cE⁻¹ * eᵀ := by
  have hs : cEᵀ = cE := by
    rw [← Matrix.conjTranspose_eq_transpose_of_trivial]
    exact hc.isHermitian
  rw [strainCoeff, Matrix.transpose_mul, Matrix.transpose_nonsing_inv, hs]

omit [Fintype n] [DecidableEq n] in
/-- For a positive definite stiffness, the strain coefficients `d = e cE⁻¹` satisfy `d cE dᵀ = e
cE⁻¹ eᵀ`. -/
theorem strainCoeff_sandwich {cE : Matrix m m ℝ} (hc : cE.PosDef) (e : Matrix n m ℝ) :
    strainCoeff cE e * cE * (strainCoeff cE e)ᵀ = e * cE⁻¹ * eᵀ := by
  have hi : cE⁻¹ * cE = 1 := Matrix.nonsing_inv_mul _ hc.det_pos.ne'.isUnit
  rw [strainCoeff_transpose hc, strainCoeff, Matrix.mul_assoc e, hi, Matrix.mul_one,
    Matrix.mul_assoc]

omit [DecidableEq n] in
/-- The stress-charge form of the piezoelectric law is equivalent to the strain-charge form
`S = cE⁻¹ T + dᵀ E`, `D = d T + (epsS + d cE dᵀ) E`. -/
theorem strain_charge_form {cE : Matrix m m ℝ} (hc : cE.PosDef) (e : Matrix n m ℝ)
    (epsS : Matrix n n ℝ) (S T : m → ℝ) (E D : n → ℝ) :
    (T = stress cE e S E ∧ D = displacement e epsS S E) ↔
      (S = cE⁻¹ *ᵥ T + (strainCoeff cE e)ᵀ *ᵥ E ∧
        D = strainCoeff cE e *ᵥ T +
          (epsS + strainCoeff cE e * cE * (strainCoeff cE e)ᵀ) *ᵥ E) := by
  have hi : cE⁻¹ * cE = 1 := Matrix.nonsing_inv_mul _ hc.det_pos.ne'.isUnit
  have hi' : cE * cE⁻¹ = 1 := Matrix.mul_nonsing_inv _ hc.det_pos.ne'.isUnit
  have he : e * cE⁻¹ * cE = e := by rw [Matrix.mul_assoc, hi, Matrix.mul_one]
  have he' : cE * (cE⁻¹ * eᵀ) = eᵀ := by rw [← Matrix.mul_assoc, hi', Matrix.one_mul]
  rw [strainCoeff_sandwich hc, strainCoeff_transpose hc]
  constructor
  · rintro ⟨rfl, rfl⟩
    constructor
    · simp only [stress, Matrix.mulVec_sub, Matrix.mulVec_mulVec, hi, Matrix.one_mulVec]
      abel
    · simp only [stress, displacement, strainCoeff, Matrix.mulVec_sub, Matrix.mulVec_mulVec,
        he, Matrix.add_mulVec]
      abel
  · rintro ⟨rfl, rfl⟩
    constructor
    · simp only [stress, Matrix.mulVec_add, Matrix.mulVec_mulVec, hi', he', Matrix.one_mulVec]
      abel
    · simp only [displacement, strainCoeff, Matrix.mulVec_add, Matrix.mulVec_mulVec,
        Matrix.add_mulVec, Matrix.mul_assoc]
      abel

/-- The free permittivity is exactly `epsS + d cE dᵀ`. -/
theorem isFreePermittivity_iff {cE : Matrix m m ℝ} (hc : cE.PosDef) (e : Matrix n m ℝ)
    (epsS epsT : Matrix n n ℝ) :
    IsFreePermittivity cE e epsS epsT ↔
      epsT = epsS + strainCoeff cE e * cE * (strainCoeff cE e)ᵀ := by
  constructor
  · intro h
    apply Matrix.toLin'.injective
    apply LinearMap.ext
    intro E
    simp only [Matrix.toLin'_apply]
    -- the stress-free state in the field E
    have hs := (strain_charge_form hc e epsS _ 0 E _).mpr ⟨rfl, rfl⟩
    have h2 := hs.2.trans (h _ E hs.1.symm)
    rw [Matrix.mulVec_zero, zero_add] at h2
    exact h2.symm
  · rintro rfl S E h
    have h2 := ((strain_charge_form hc e epsS S 0 E _).mp ⟨h.symm, rfl⟩).2
    rw [Matrix.mulVec_zero, zero_add] at h2
    exact h2

/-- The open-circuit stiffness is exactly `cE + eᵀ epsS⁻¹ e`. -/
theorem isOpenCircuitStiffness_iff {epsS : Matrix n n ℝ} (hs : epsS.PosDef)
    (cE : Matrix m m ℝ) (e : Matrix n m ℝ) (cD : Matrix m m ℝ) :
    IsOpenCircuitStiffness cE e epsS cD ↔ cD = cE + eᵀ * epsS⁻¹ * e := by
  have hi : epsS⁻¹ * epsS = 1 := Matrix.nonsing_inv_mul _ hs.det_pos.ne'.isUnit
  have hi' : epsS * epsS⁻¹ = 1 := Matrix.mul_nonsing_inv _ hs.det_pos.ne'.isUnit
  -- the stress when the field is the one that cancels the displacement
  have hT : ∀ S, stress cE e S (-((epsS⁻¹ * e) *ᵥ S)) = (cE + eᵀ * epsS⁻¹ * e) *ᵥ S := by
    intro S
    rw [stress, Matrix.mulVec_neg, Matrix.mulVec_mulVec, sub_neg_eq_add, Matrix.add_mulVec,
      Matrix.mul_assoc]
  constructor
  · intro h
    apply Matrix.toLin'.injective
    apply LinearMap.ext
    intro S
    simp only [Matrix.toLin'_apply]
    rw [← hT S]
    refine (h S _ ?_).symm
    rw [displacement, Matrix.mulVec_neg, Matrix.mulVec_mulVec, ← Matrix.mul_assoc, hi',
      Matrix.one_mul, add_neg_cancel]
  · rintro rfl S E h
    have h' : e *ᵥ S + epsS *ᵥ E = 0 := h
    have hE : E = -((epsS⁻¹ * e) *ᵥ S) := by
      calc E = epsS⁻¹ *ᵥ (epsS *ᵥ E) := by rw [Matrix.mulVec_mulVec, hi, Matrix.one_mulVec]
        _ = epsS⁻¹ *ᵥ (-(e *ᵥ S)) := by rw [eq_neg_of_add_eq_zero_right h']
        _ = -((epsS⁻¹ * e) *ᵥ S) := by rw [Matrix.mulVec_neg, Matrix.mulVec_mulVec]
    rw [hE]
    exact hT S

/-- Piezoelectric relations: formulas for the free permittivity, the open-circuit stiffness
and its inverse, and the determinant identity linking the four material matrices. -/
theorem piezoelectric_relations {cE cD : Matrix m m ℝ} {e : Matrix n m ℝ}
    {epsS epsT : Matrix n n ℝ} (hc : cE.PosDef) (hs : epsS.PosDef)
    (hT : IsFreePermittivity cE e epsS epsT) (hD : IsOpenCircuitStiffness cE e epsS cD) :
    epsT = epsS + strainCoeff cE e * cE * (strainCoeff cE e)ᵀ ∧
    cD = cE + eᵀ * epsS⁻¹ * e ∧
    cD⁻¹ = cE⁻¹ - (strainCoeff cE e)ᵀ * epsT⁻¹ * strainCoeff cE e ∧
    cE.det * epsT.det = cD.det * epsS.det := by
  have h1 := (isFreePermittivity_iff hc e epsS epsT).mp hT
  have h2 := (isOpenCircuitStiffness_iff hs cE e cD).mp hD
  have h3 : epsT = epsS + e * cE⁻¹ * eᵀ := by rw [h1, strainCoeff_sandwich hc]
  refine ⟨h1, h2, ?_, ?_⟩
  · -- the free permittivity is positive definite, hence invertible
    have hp : epsT.PosDef := by
      have h := hc.posSemidef.mul_mul_conjTranspose_same (strainCoeff cE e)
      rw [Matrix.conjTranspose_eq_transpose_of_trivial] at h
      rw [h1]
      exact hs.add_posSemidef h
    have ic : cE * cE⁻¹ = 1 := Matrix.mul_nonsing_inv _ hc.det_pos.ne'.isUnit
    have is : epsS⁻¹ * epsS = 1 := Matrix.nonsing_inv_mul _ hs.det_pos.ne'.isUnit
    have ip : epsT * epsT⁻¹ = 1 := Matrix.mul_nonsing_inv _ hp.det_pos.ne'.isUnit
    have key : epsS⁻¹ * (e * cE⁻¹ * eᵀ) * epsT⁻¹ = epsS⁻¹ - epsT⁻¹ := by
      have h : e * cE⁻¹ * eᵀ = epsT - epsS := by rw [h3]; abel
      rw [h, Matrix.mul_sub, Matrix.sub_mul, Matrix.mul_assoc, ip, is, Matrix.mul_one,
        Matrix.one_mul]
    apply Matrix.inv_eq_right_inv
    rw [strainCoeff_transpose hc, strainCoeff, h2]
    calc (cE + eᵀ * epsS⁻¹ * e) * (cE⁻¹ - cE⁻¹ * eᵀ * epsT⁻¹ * (e * cE⁻¹))
        = cE * cE⁻¹ - (cE * cE⁻¹) * (eᵀ * epsT⁻¹ * (e * cE⁻¹)) + eᵀ * epsS⁻¹ * (e * cE⁻¹)
          - eᵀ * (epsS⁻¹ * (e * cE⁻¹ * eᵀ) * epsT⁻¹) * (e * cE⁻¹) := by
          simp only [Matrix.add_mul, Matrix.mul_sub, Matrix.mul_assoc]
          abel
      _ = 1 := by
          rw [key, ic, Matrix.one_mul]
          simp only [Matrix.mul_sub, Matrix.sub_mul, Matrix.mul_assoc]
          abel
  · -- expand the determinant of the full constitutive matrix in two ways
    let := Matrix.invertibleOfIsUnitDet cE hc.det_pos.ne'.isUnit
    let := Matrix.invertibleOfIsUnitDet epsS hs.det_pos.ne'.isUnit
    have d1 := Matrix.det_fromBlocks₁₁ cE (-eᵀ) e epsS
    have d2 := Matrix.det_fromBlocks₂₂ cE (-eᵀ) e epsS
    simp only [Matrix.invOf_eq_nonsing_inv, Matrix.mul_neg, Matrix.neg_mul,
      sub_neg_eq_add] at d1 d2
    rw [h3, h2]
    linear_combination d2 - d1

/-- With unit stiffness, unit clamped permittivity and unit coupling, for three strain and three
field components, the free permittivity and the open-circuit stiffness are both twice the unit
matrix. -/
theorem piezoelectric_relations_witness :
    IsFreePermittivity (1 : Matrix (Fin 3) (Fin 3) ℝ) (1 : Matrix (Fin 3) (Fin 3) ℝ) 1
      ((2 : ℝ) • 1) ∧
    IsOpenCircuitStiffness (1 : Matrix (Fin 3) (Fin 3) ℝ) (1 : Matrix (Fin 3) (Fin 3) ℝ) 1
      ((2 : ℝ) • 1) := by
  constructor
  · rw [isFreePermittivity_iff Matrix.PosDef.one, two_smul]
    simp [strainCoeff]
  · rw [isOpenCircuitStiffness_iff Matrix.PosDef.one, two_smul]
    simp

end

end PiezoelectricRelations
```

```lean
#print axioms PiezoelectricRelations.piezoelectric_relations
```

```
'PiezoelectricRelations.piezoelectric_relations' depends on axioms: [propext, Classical.choice, Quot.sound]
```

### What the theorem says about a crystal

The finite types `m` and `n` label strain and field components. For a crystal in Voigt notation they have six and three elements. Strains and stresses are functions `m → ℝ`, fields and displacements are functions `n → ℝ`, and `*ᵥ` applies a matrix to a vector. The coupling `e : Matrix n m ℝ` takes strain to displacement. `PosDef` includes symmetry for real matrices.

`IsFreePermittivity` and `IsOpenCircuitStiffness` are the two boundary conditions, each quantified over all `S` and `E`. The theorem `piezoelectric_relations` takes positive definite `cE` and `epsS`, together with matrices `epsT` and `cD` that have these properties, and concludes the four relations. Of the lemmas before it, those on the strain-charge form and on `epsT` assume that `cE` is positive definite, and the one on `cD` assumes that `epsS` is. "Open circuit" means that every component of D vanishes.

Positive definite `cE` stands for mechanical stability at fixed field, and positive definite `epsS` for a positive dielectric response at fixed strain. The same `e` in both equations is assumed; physically it expresses the equality of mixed second derivatives of an electric enthalpy. The model is linear, static and uniform, with no temperature variable and no crystal symmetry imposed.

### How the Lean proof follows the algebra

`strainCoeff_transpose` uses the symmetry of `cE`, and `strainCoeff_sandwich` proves d cE dᵀ = e cE⁻¹ eᵀ. `strain_charge_form` shows that the two forms of the law are equivalent, by substitution in each direction.

In `isFreePermittivity_iff`, the forward direction builds the stress-free state for an arbitrary field; `Matrix.toLin'.injective` then turns agreement on all vectors into equality of matrices. The reverse direction assumes the formula for epsT and reads D = epsT E off the strain-charge form at T = 0. `isOpenCircuitStiffness_iff` does the same with the field that cancels D, using `hT` for the resulting stress.

In the main theorem, `hp` is the positivity of epsT and `key` is the bracket identity. `Matrix.inv_eq_right_inv` reduces the inverse formula to the product above, which the `calc` block expands. For the determinants, `d1` and `d2` are the two block expansions, and `linear_combination d2 - d1` equates them.

`piezoelectric_relations_witness` gives a coupled example with cE, e and epsS all equal to the 3 × 3 unit matrix, where epsT and cD are both twice the unit matrix. It is an algebraic example with three strain components, not the six of a full crystal.

### Converting computed constants

In electronic-structure work within linear response, calculations of the response to a small strain at fixed field and to a small field at fixed strain can supply cE, e and epsS, and these relations convert them to other boundary conditions. In code, solve cE X = eᵀ for X = dᵀ, then form epsT = epsS + e X; no explicit inverse is needed. The determinant identity offers a check on separately computed epsT and cD. Units must be consistent, so a relative permittivity is first multiplied by the vacuum permittivity. For static constants, cE, e and epsS must all include the response of the atoms inside the cell; the purely electronic permittivity leaves it out.

### Why invertibility is not enough

Take one strain and one field component, with cE = 1, e = 1 and epsS = −1. Both starting matrices are symmetric and invertible, but epsS is not positive. The boundary conditions then give epsT = 0 and cD = 0, so neither has an inverse and the third relation loses its meaning. With Lean's convention that the inverse of a singular matrix is zero, it would read 0 = 1.
